# Even end-site moments of an open L-site chain's adjacency matrix: Catalan numbers below order 2L, one less at order 2L

Apply the Hamiltonian of a tight-binding chain repeatedly to the state localised on its end site: at which power can the component on that site first depend on where the chain stops? For a chain of $L$ sites with zero site energies and unit hoppings, whose Hamiltonian is the adjacency matrix $A$, the moment $(A^{2n})_{00}$ is the Catalan number $C_n$ for $n<L$ and $C_L-1$ for $n=L$.

```lean
import Mathlib

open Finset

namespace OpenChainTruncation

noncomputable section

/-- Matrix element between sites `i` and `j` of a semi-infinite tight-binding chain with
site energies `ε i` and hopping `t i` between sites `i` and `i + 1`. -/
def coupling (ε t : ℕ → ℝ) (i j : ℕ) : ℝ :=
  (if j = i then ε i else 0) + (if j = i + 1 then t i else 0) + (if i = j + 1 then t j else 0)

/-- Hamiltonian of the open chain that keeps only the first `L` sites. -/
def chain (ε t : ℕ → ℝ) (L : ℕ) : Matrix (Fin L) (Fin L) ℝ :=
  Matrix.of fun i j => coupling ε t i j

/-- Adjacency matrix of the open chain of `L` sites: zero site energies and unit hoppings. -/
def adjacency (L : ℕ) : Matrix (Fin L) (Fin L) ℝ :=
  chain (fun _ => 0) (fun _ => 1) L

/-- Amplitude on site `k` after the semi-infinite Hamiltonian has acted `m` times on the
state localised on the end site. -/
def amplitude (ε t : ℕ → ℝ) : ℕ → ℕ → ℝ
  | 0, k => if k = 0 then 1 else 0
  | m + 1, 0 => ε 0 * amplitude ε t m 0 + t 0 * amplitude ε t m (0 + 1)
  | m + 1, k + 1 => ε (k + 1) * amplitude ε t m (k + 1)
      + t (k + 1) * amplitude ε t m (k + 1 + 1) + t k * amplitude ε t m k

/-- The front moves one site per step: site `k` is empty before step `k`, and at step `k` its
amplitude is the product of the hoppings passed. -/
theorem amplitude_front (ε t : ℕ → ℝ) (m : ℕ) : ∀ k, m ≤ k →
    amplitude ε t m k = if m = k then ∏ j ∈ range k, t j else 0 := by
  induction m with
  | zero =>
    intro k _
    rcases k with _ | k <;> simp [amplitude]
  | succ m ih =>
    intro k hk
    obtain ⟨q, rfl⟩ : ∃ q, k = q + 1 := ⟨k - 1, by omega⟩
    change ε (q + 1) * amplitude ε t m (q + 1)
      + t (q + 1) * amplitude ε t m (q + 1 + 1) + t q * amplitude ε t m q = _
    rw [ih (q + 1) (by omega), ih (q + 1 + 1) (by omega), ih q (by omega),
      if_neg (show ¬ m = q + 1 by omega), if_neg (show ¬ m = q + 1 + 1 by omega)]
    by_cases e : m = q
    · rw [if_pos e, if_pos (show m + 1 = q + 1 by omega), prod_range_succ]
      ring
    · rw [if_neg e, if_neg (show ¬ m + 1 = q + 1 by omega)]
      ring

/-- The Hamiltonian of `L` sites acting on a state `F`, read off at the end site. -/
theorem sum_coupling_zero (ε t F : ℕ → ℝ) {L : ℕ} (hL : 0 < L) :
    ∑ j ∈ range L, coupling ε t 0 j * F j
      = ε 0 * F 0 + (if 0 + 1 < L then t 0 * F (0 + 1) else 0) := by
  simp [coupling, add_mul, ite_mul, sum_add_distrib, hL]

/-- The Hamiltonian of `L` sites acting on a state `F`, read off at site `k + 1 < L`. -/
theorem sum_coupling_succ (ε t F : ℕ → ℝ) {L k : ℕ} (hk : k + 1 < L) :
    ∑ j ∈ range L, coupling ε t (k + 1) j * F j
      = ε (k + 1) * F (k + 1) + (if k + 1 + 1 < L then t (k + 1) * F (k + 1 + 1) else 0)
        + t k * F k := by
  have hk' : k < L := by omega
  simp [coupling, add_mul, ite_mul, sum_add_distrib, hk, hk']

/-- For `m + k ≤ 2L` the amplitude on site `k` of the chain of `L` sites, after its Hamiltonian has
acted `m` times on the state localised on the end site, is the semi-infinite one, except at
`m + k = 2L`, where the path out to the first missing site and back is lost. -/
theorem truncated_amplitude (ε t : ℕ → ℝ) {L : ℕ} (hL : 0 < L) (m : ℕ) :
    ∀ (k : ℕ) (hk : k < L), m + k ≤ 2 * L →
      (chain ε t L ^ m) ⟨k, hk⟩ ⟨0, hL⟩ = amplitude ε t m k
        - if m + k = 2 * L then (∏ j ∈ range L, t j) * ∏ j ∈ Ico k L, t j else 0 := by
  induction m with
  | zero =>
    intro k hk _
    rw [if_neg (show ¬ 0 + k = 2 * L by omega)]
    simp [amplitude, Matrix.one_apply]
  | succ m ih =>
    intro k hk hm
    obtain ⟨F, hF⟩ : ∃ F : ℕ → ℝ, ∀ j, F j = amplitude ε t m j
        - if m + j = 2 * L then (∏ i ∈ range L, t i) * ∏ i ∈ Ico j L, t i else 0 :=
      ⟨_, fun _ => rfl⟩
    -- only site `k` and its neighbours contribute, and there the induction hypothesis applies
    have hsum : (chain ε t L ^ (m + 1)) ⟨k, hk⟩ ⟨0, hL⟩
        = ∑ j ∈ range L, coupling ε t k j * F j := by
      rw [pow_succ', Matrix.mul_apply,
        ← Fin.sum_univ_eq_sum_range (fun j => coupling ε t k j * F j) L]
      refine sum_congr rfl fun j _ => ?_
      change coupling ε t k j * (chain ε t L ^ m) j ⟨0, hL⟩ = coupling ε t k j * F j
      by_cases hj : (j : ℕ) ≤ k + 1
      · have h : (chain ε t L ^ m) j ⟨0, hL⟩ = F j :=
          (ih j j.isLt (by omega)).trans (hF j).symm
        rw [h]
      · have h1 : ¬ (j : ℕ) = k := by omega
        have h2 : ¬ (j : ℕ) = k + 1 := by omega
        have h3 : ¬ k = (j : ℕ) + 1 := by omega
        have h0 : coupling ε t k j = 0 := by
          simp only [coupling, if_neg h1, if_neg h2, if_neg h3, add_zero]
        rw [h0, zero_mul, zero_mul]
    have hlow : ∀ j, j ≤ k → F j = amplitude ε t m j := fun j hj => by
      rw [hF, if_neg (show ¬ m + j = 2 * L by omega), sub_zero]
    have htail : ∏ j ∈ Ico k L, t j = t k * ∏ j ∈ Ico (k + 1) L, t j := by
      rw [← prod_Ico_consecutive t (Nat.le_succ k) (Nat.succ_le_of_lt hk),
        prod_Ico_succ_top le_rfl, Ico_self, prod_empty, one_mul]
    -- the lost path enters through the outer neighbour
    have hup : (if k + 1 < L then t k * F (k + 1) else 0) = t k * amplitude ε t m (k + 1)
        - if m + 1 + k = 2 * L then (∏ j ∈ range L, t j) * ∏ j ∈ Ico k L, t j else 0 := by
      by_cases h : k + 1 < L
      · rw [if_pos h, hF, htail]
        by_cases e : m + 1 + k = 2 * L
        · rw [if_pos e, if_pos (show m + (k + 1) = 2 * L by omega)]
          ring
        · rw [if_neg e, if_neg (show ¬ m + (k + 1) = 2 * L by omega)]
          ring
      · have hkL : L = k + 1 := by omega
        rw [if_neg h, amplitude_front ε t m (k + 1) (by omega), htail,
          Ico_eq_empty (show ¬ k + 1 < L from h), prod_empty]
        by_cases e : m = k + 1
        · rw [if_pos e, if_pos (show m + 1 + k = 2 * L by omega), hkL]
          ring
        · rw [if_neg e, if_neg (show ¬ m + 1 + k = 2 * L by omega)]
          ring
    rw [hsum]
    rcases k with _ | k
    · rw [sum_coupling_zero ε t F hL, hup, hlow 0 le_rfl, amplitude]
      ring
    · rw [sum_coupling_succ ε t F hk, hup, hlow (k + 1) le_rfl, hlow k (by omega), amplitude]
      ring

/-- Chains of `L` and `M ≥ L` sites with the same energies and hoppings have equal end-site
moments at every order below `2L`. -/
theorem moments_agree (ε t : ℕ → ℝ) {L M m : ℕ} (hL : 0 < L) (hLM : L ≤ M) (hm : m < 2 * L) :
    (chain ε t L ^ m) ⟨0, hL⟩ ⟨0, hL⟩
      = (chain ε t M ^ m) ⟨0, hL.trans_le hLM⟩ ⟨0, hL.trans_le hLM⟩ := by
  rw [truncated_amplitude ε t hL m 0 hL (by omega),
    truncated_amplitude ε t (hL.trans_le hLM) m 0 (hL.trans_le hLM) (by omega),
    if_neg (show ¬ m + 0 = 2 * L by omega), if_neg (show ¬ m + 0 = 2 * M by omega)]

/-- At order `2L` the end-site moment of a longer chain with the same energies and hoppings exceeds
that of the chain of `L` sites by the product of the first `L` squared hoppings. -/
theorem truncation_defect (ε t : ℕ → ℝ) {L M : ℕ} (hL : 0 < L) (hLM : L < M) :
    (chain ε t M ^ (2 * L)) ⟨0, hL.trans hLM⟩ ⟨0, hL.trans hLM⟩
      - (chain ε t L ^ (2 * L)) ⟨0, hL⟩ ⟨0, hL⟩ = ∏ j ∈ range L, t j ^ 2 := by
  rw [truncated_amplitude ε t hL (2 * L) 0 hL (by omega),
    truncated_amplitude ε t (hL.trans hLM) (2 * L) 0 (hL.trans hLM) (by omega),
    if_pos (show 2 * L + 0 = 2 * L by omega), if_neg (show ¬ 2 * L + 0 = 2 * M by omega),
    prod_pow, range_eq_Ico]
  ring

/-- With zero energies and unit hoppings the semi-infinite amplitudes at `m + k = 2p` are the
ballot numbers, written as a difference of two binomial coefficients. -/
theorem amplitude_ballot (m : ℕ) : ∀ k p : ℕ, m + k = 2 * p →
    amplitude (fun _ => 0) (fun _ => 1) m k = (m.choose p : ℝ) - m.choose (p + 1) := by
  induction m with
  | zero =>
    intro k p h
    rcases p with _ | q
    · have hk : k = 0 := by omega
      simp [amplitude, hk]
    · have hk : k ≠ 0 := by omega
      simp [amplitude, hk]
  | succ m ih =>
    intro k p h
    obtain ⟨q, rfl⟩ : ∃ q, p = q + 1 := ⟨p - 1, by omega⟩
    rw [Nat.choose_succ_succ' m q, Nat.choose_succ_succ' m (q + 1)]
    push_cast
    rcases k with _ | k
    · -- at the end site the symmetry of the binomials replaces the missing neighbour
      have hm : m = 2 * q + 1 := by omega
      have hs : (m.choose q : ℝ) = m.choose (q + 1) := by
        rw [hm]
        exact_mod_cast (Nat.choose_symm_half q).symm
      rw [amplitude, ih (0 + 1) (q + 1) (by omega)]
      linear_combination -hs
    · rw [amplitude, ih (k + 1 + 1) (q + 1) (by omega), ih k q (by omega)]
      ring

/-- With zero energies and unit hoppings the semi-infinite return amplitude after `2n` steps is
the Catalan number. -/
theorem amplitude_catalan (n : ℕ) :
    amplitude (fun _ => 0) (fun _ => 1) (2 * n) 0 = (catalan n : ℝ) := by
  have h1 : ((n : ℝ) + 1) * catalan n = (2 * n).choose n := by
    have h := succ_mul_catalan_eq_centralBinom n
    rw [Nat.centralBinom_eq_two_mul_choose] at h
    exact_mod_cast h
  have h2 : ((2 * n).choose (n + 1) : ℝ) * ((n : ℝ) + 1) = (2 * n).choose n * n := by
    have h := Nat.choose_succ_right_eq (2 * n) n
    rw [show 2 * n - n = n by omega] at h
    exact_mod_cast h
  have h0 : (n : ℝ) + 1 ≠ 0 := by positivity
  apply mul_left_cancel₀ h0
  rw [amplitude_ballot (2 * n) 0 n (by omega)]
  linear_combination -h1 - h2

/-- For an open chain of `L ≥ 1` sites and `n ≤ L`, the end-site moment of order `2n` of the
adjacency matrix is the Catalan number of `n`, lowered by one exactly when `n = L`. -/
theorem end_site_moment {L n : ℕ} (hL : 0 < L) (hn : n ≤ L) :
    (adjacency L ^ (2 * n)) ⟨0, hL⟩ ⟨0, hL⟩
      = (catalan n : ℝ) - if n = L then 1 else 0 := by
  rw [adjacency, truncated_amplitude _ _ hL (2 * n) 0 hL (by omega), amplitude_catalan]
  by_cases e : n = L
  · rw [if_pos e, if_pos (show 2 * n + 0 = 2 * L by omega)]
    simp
  · rw [if_neg e, if_neg (show ¬ 2 * n + 0 = 2 * L by omega)]

end

end OpenChainTruncation
```

```lean
#print axioms OpenChainTruncation.moments_agree
#print axioms OpenChainTruncation.truncation_defect
#print axioms OpenChainTruncation.end_site_moment
```

```
'OpenChainTruncation.moments_agree' depends on axioms: [propext, Classical.choice, Quot.sound]
'OpenChainTruncation.truncation_defect' depends on axioms: [propext, Classical.choice, Quot.sound]
'OpenChainTruncation.end_site_moment' depends on axioms: [propext, Classical.choice, Quot.sound]
```

## The chain and its moments

Sites are numbered from 0. Site $i$ has energy $\varepsilon_i$, and $t_i$ is the hopping between sites $i$ and $i+1$; the letter $t$ is never a time, and it enters with a plus sign where many texts write $-t$. Energies and hoppings are arbitrary real numbers. The function `coupling` gives the matrix elements, `chain ε t L` is the $L\times L$ matrix $H_L$ on the first $L$ sites, and `adjacency L` is the case $\varepsilon_i=0$, $t_i=1$. An index such as `⟨0, hL⟩` is site 0 together with the proof that the chain has such a site.

The main theorem, `end_site_moment`, says that for $L\ge1$ and $n\le L$

$$(A^{2n})_{00}=C_n-\delta_{nL}.$$

For a single site, $A=(0)$: the moment of order 0 is $C_0=1$, and that of order 2 is $C_1-1=0$.

Two theorems treat general energies and hoppings. By `moments_agree`, chains of $L$ and $M\ge L$ sites have the same end-site moments at every order below $2L$, odd orders included. By `truncation_defect`, for $M>L$,

$$(H_M^{2L})_{00}-(H_L^{2L})_{00}=\prod_{j=0}^{L-1}t_j^2 .$$

The last factor contains $t_{L-1}$, the bond cut when the chain is shortened to $L$ sites. If the first $L$ hoppings are all nonzero, order $2L$ is therefore the first at which the two lengths can be told apart.

In electronic structure, with one orbital per site and orthonormal orbitals, $(H^m)_{00}$ is the $m$-th energy moment of the local density of states on the end site. For non-interacting particles with nearest-neighbour hopping, a chain of $L$ sites therefore shares all of these moments below order $2L$ with any longer chain that has the same energies and hoppings on the first $L$ sites. The theorems do not compare moments of order above $2L$. That cutting a real chain leaves the remaining energies and hoppings unchanged is a physical assumption, since atoms near a new end may relax.

## The path lost at the cut

Let $a_m(k)$ be the amplitude on site $k$ after the semi-infinite Hamiltonian has acted $m$ times on the end-site state. It is `amplitude ε t m k`, defined by $a_0(k)=\delta_{k0}$ and

$$a_{m+1}(k)=\varepsilon_k a_m(k)+t_k a_m(k+1)+t_{k-1}a_m(k-1),$$

with the last term absent at $k=0$. A step here is one application of the Hamiltonian, not an interval of time. Each step reaches one new site at most, so $a_m(k)=0$ for $m<k$, and $a_k(k)=\prod_{j<k}t_j$. This is `amplitude_front`, proved by induction on $m$.

Write $P=\prod_{j<L}t_j$. The central lemma, `truncated_amplitude`, says that for $k<L$ and $m+k\le2L$

$$(H_L^m)_{k0}=a_m(k)-\delta_{m+k,\,2L}\;P\prod_{j=k}^{L-1}t_j .$$

The subtracted term is the path that runs straight out to the first missing site, $L$, and straight back to $k$.

The proof is by induction on $m$. At $m=0$ we have $k<L$, so there is no correction and both sides are $\delta_{k0}$. For the step, assume $m+1+k\le2L$ and apply $H_L$ once more. Site $k$ and its inner neighbour satisfy $m+j<2L$, so their amplitudes are uncorrected. The outer neighbour leaves two cases:

- If $k+1<L$, its amplitude carries a correction exactly when $m+1+k=2L$. Multiplication by $t_k$ extends the product $\prod_{j=k+1}^{L-1}t_j$ down to $j=k$, as required.
- If $k=L-1$, the outer neighbour is missing, and the term $t_{L-1}a_m(L)$ is lost. Here $m\le L$, so the front result makes this term zero for $m<L$ and $t_{L-1}P$ for $m=L$, which is the case $m+1+k=2L$.

In Lean, `F` holds the amplitudes predicted by the induction hypothesis. The step `hsum` writes the matrix product as a sum over sites, using the hypothesis only up to site $k+1$, since `coupling` vanishes beyond it. The lemmas `sum_coupling_zero` and `sum_coupling_succ` reduce this sum to the terms of site $k$ and its neighbours. Then `hlow` handles site $k$ and the inner neighbour, and `hup` the two cases above.

At $k=0$ the correction is $P^2$ at order $2L$ and zero below it. A chain of $M>L$ sites has no correction at order $2L$, and subtraction gives the two comparison theorems.

## Counting the returns

For the uniform chain, `amplitude_ballot` states that whenever $m+k=2p$,

$$a_m(k)=\binom{m}{p}-\binom{m}{p+1}.$$

These are the ballot numbers. The case $m=0$ is immediate. For the step, let $m+1+k=2p$. If $k\ge1$, the recursion and the induction hypothesis give

$$a_m(k+1)+a_m(k-1)=\binom{m}{p-1}-\binom{m}{p+1},$$

which by Pascal's rule equals $\binom{m+1}{p}-\binom{m+1}{p+1}$. If $k=0$, only $a_m(1)=\binom mp-\binom m{p+1}$ contributes. Now $m=2p-1$, so $\binom mp=\binom m{p-1}$, and the result is the same.

Setting $m=2n$, $k=0$ and $p=n$ gives

$$a_{2n}(0)=\binom{2n}{n}-\binom{2n}{n+1}=\binom{2n}{n}\left(1-\frac{n}{n+1}\right)=\frac{1}{n+1}\binom{2n}{n}=C_n .$$

In `amplitude_catalan` the same identity is checked after multiplication by $n+1$. Finally, `end_site_moment` inserts this value into the central lemma. With unit hoppings $P^2=1$, so the single lost path lowers the moment of order $2L$ by one.
